# The generator equation [S, H] = −V for finite matrices is solvable exactly when tr(KV) = 0 for every K commuting with H

A unitary transformation meant to remove a perturbation V from a Hamiltonian H + V can fail at its first step. Conjugating with the exponential of an operator S gives, with [A, B] = AB − BA,

exp(S) (H + V) exp(−S) = H + V + [S, H] + (terms of second and higher order in S and V),

so the first-order term cancels when S satisfies the generator equation

[S, H] = −V.

The usual solution Sᵢⱼ = Vᵢⱼ/(Eᵢ − Eⱼ), written in an eigenbasis of H with levels Eᵢ, breaks down when V has a nonzero element between states of equal energy, a diagonal element Vᵢᵢ included, and is unavailable when H has no eigenbasis. In the first case no S solves the equation, as shown below for diagonal H; in the second the absence of the formula leaves open whether a solution exists. For finite complex matrices a trace condition decides solvability in all cases. The equation is the first step of a Schrieffer–Wolff transformation on a finite Hubbard or Anderson cluster, where V is the part of the perturbation that couples different energy sectors of H and not, in general, the whole perturbation. The theorems below decide whether a generator exists; the expansion above and the remarks on the Schrieffer–Wolff transformation and the Hubbard model serve as context and are not among the checked statements.

## Operators, commutator and resonant part

States are labelled by a finite type `n`, and an operator is a `Matrix n n ℂ`, so the space is finite-dimensional with a fixed basis. The unperturbed Hamiltonian is `H`.

```lean
import Mathlib

open Matrix
open scoped ComplexOrder

namespace GeneratorEquation

noncomputable section

variable {n : Type*} [Fintype n] [DecidableEq n]

/-- The commutator `[A, B] = AB - BA`. -/
def comm (A B : Matrix n n ℂ) : Matrix n n ℂ := A * B - B * A
```

For fixed H the map S ↦ [S, H] is linear. The equation is solvable when −V lies in its range.

```lean
/-- The linear map `S ↦ [S, H]` on operators. -/
def commWith (H : Matrix n n ℂ) : Matrix n n ℂ →ₗ[ℂ] Matrix n n ℂ where
  toFun S := comm S H
  map_add' A B := by
    simp only [comm]
    noncomm_ring
  map_smul' c A := by
    simp only [comm, smul_mul_assoc, mul_smul_comm, smul_sub, RingHom.id_apply]
```

For levels Eᵢ the resonant part R of V keeps the elements between states of equal energy, the diagonal included, and the candidate generator G lives on the remaining elements:

Rᵢⱼ = Vᵢⱼ if Eᵢ = Eⱼ, and 0 otherwise,

Gᵢⱼ = 0 if Eᵢ = Eⱼ, and Vᵢⱼ/(Eᵢ − Eⱼ) otherwise.

The levels `E : n → ℂ` may be complex, and resonance means exact equality; near-degeneracy, which can make G large, is not addressed.

```lean
/-- The resonant part of `V` for levels `E`: the matrix elements between states of equal
energy. -/
def resonant (E : n → ℂ) (V : Matrix n n ℂ) : Matrix n n ℂ :=
  of fun i j => if E i = E j then V i j else 0

/-- The operator with elements `V i j / (E i - E j)` between states of different energy and
zero between states of equal energy. -/
def generator (E : n → ℂ) (V : Matrix n n ℂ) : Matrix n n ℂ :=
  of fun i j => if E i = E j then 0 else V i j / (E i - E j)
```

## Three properties of the trace

Cyclicity gives tr(KSH) = tr(HKS) for any matrices K, S, H, and therefore

tr(K[S, H]) = tr(KSH) − tr(KHS) = tr(HKS) − tr(KHS) = tr([H, K]S).

In Lean the commutators are expanded and `trace_mul_cycle K S H` performs the one cyclic move.

```lean
omit [DecidableEq n] in
/-- Cyclicity of the trace moves the commutator: `tr (K [S, H]) = tr ([H, K] S)`. -/
theorem trace_mul_comm_eq (K S H : Matrix n n ℂ) :
    trace (K * comm S H) = trace (comm H K * S) := by
  simp only [comm, mul_sub, sub_mul, trace_sub, ← mul_assoc]
  rw [trace_mul_cycle K S H]
```

The matrix unit |j⟩⟨i|, with a single 1 in row j and column i, is `single j i 1`. It extracts an element,

tr(A |j⟩⟨i|) = Aᵢⱼ,

so a matrix A with tr(AS) = 0 for all S is zero.

```lean
/-- An operator `A` with `tr (A S) = 0` for every `S` vanishes. -/
theorem eq_zero_of_trace_mul (A : Matrix n n ℂ) (h : ∀ S, trace (A * S) = 0) : A = 0 := by
  ext i j
  have h1 : trace (A * single j i (1 : ℂ)) = A i j := by
    simp [Matrix.trace, Matrix.mul_apply, Matrix.single, ite_and]
  rw [← h1, h, Matrix.zero_apply]
```

Let f be a linear functional on matrices. Expand X = Σᵢⱼ Xᵢⱼ |i⟩⟨j| and define Kᵢⱼ = f(|j⟩⟨i|). Then

f(X) = Σᵢⱼ f(|i⟩⟨j|) Xᵢⱼ = Σⱼ Σᵢ Kⱼᵢ Xᵢⱼ = tr(KX).

The `calc` block follows this chain: expansion, linearity, exchange of the sums, definition of the trace.

```lean
/-- Every linear functional on operators has the form `X ↦ tr (K X)`. -/
theorem functional_eq_trace (f : Matrix n n ℂ →ₗ[ℂ] ℂ) :
    ∃ K : Matrix n n ℂ, ∀ X, f X = trace (K * X) := by
  refine ⟨of fun i j => f (single j i 1), fun X => ?_⟩
  have h : ∀ i j, f (single i j (X i j)) = f (single i j 1) * X i j := by
    intro i j
    have e : single i j (X i j) = X i j • single i j (1 : ℂ) := by simp
    rw [e, map_smul, smul_eq_mul, mul_comm]
  calc f X = f (∑ i, ∑ j, single i j (X i j)) := congrArg f (matrix_eq_sum_single X)
    _ = ∑ i, ∑ j, f (single i j 1) * X i j := by simp only [map_sum, h]
    _ = ∑ j, ∑ i, f (single i j 1) * X i j := Finset.sum_comm
    _ = _ := by simp only [Matrix.trace, diag_apply, Matrix.mul_apply, of_apply]
```

## The trace criterion for arbitrary H and V

`solvable_iff_trace` states that some S has `comm S H = -V` if and only if `trace (K * V) = 0` for every K with `comm H K = 0`. Neither matrix is assumed Hermitian or diagonalisable. For Hermitian H and K the condition [H, K] = 0 describes a conserved quantity of H, but K ranges over all complex matrices. The theorem asserts existence and says nothing about uniqueness.

If S solves the equation and [H, K] = 0, then

−tr(KV) = tr(K[S, H]) = tr([H, K]S) = 0,

which is the first branch of the proof. Conversely, let W be the range of S ↦ [S, H] and let f vanish on W. Write f(X) = tr(KX). For all S,

0 = f([S, H]) = tr(K[S, H]) = tr([H, K]S),

so [H, K] = 0 (this is `hc`), and the hypothesis gives f(−V) = −tr(KV) = 0. A vector killed by every functional that vanishes on W lies in W, so −V = [S, H] for some S.

```lean
/-- The generator equation `[S, H] = -V` has a solution if and only if `tr (K V) = 0` for
every `K` commuting with `H`. -/
theorem solvable_iff_trace (H V : Matrix n n ℂ) :
    (∃ S, comm S H = -V) ↔ ∀ K, comm H K = 0 → trace (K * V) = 0 := by
  constructor
  · rintro ⟨S, hS⟩ K hK
    have h := trace_mul_comm_eq K S H
    rw [hS, hK, zero_mul, trace_zero, mul_neg, trace_neg] at h
    exact neg_eq_zero.mp h
  · intro h
    -- `-V` lies in the range once all functionals killing the range kill it
    have hmem : -V ∈ LinearMap.range (commWith H) := by
      refine (Subspace.forall_mem_dualAnnihilator_apply_eq_zero_iff
        (LinearMap.range (commWith H)) (-V)).mp ?_
      intro f hf
      rw [Submodule.mem_dualAnnihilator] at hf
      obtain ⟨K, hK⟩ := functional_eq_trace f
      -- such a functional is `tr (K ·)` with `K` commuting with `H`
      have hc : comm H K = 0 := by
        apply eq_zero_of_trace_mul
        intro S
        rw [← trace_mul_comm_eq, ← hK]
        exact hf _ ⟨S, rfl⟩
      rw [hK, mul_neg, trace_neg, h K hc, neg_zero]
    obtain ⟨S, hS⟩ := hmem
    exact ⟨S, hS⟩
```

## Membership in a subspace through its annihilator

The last inference is carried by one Mathlib lemma. For a subspace W, `dualAnnihilator` is the space of linear functionals vanishing on W, and `Submodule.mem_dualAnnihilator` unfolds membership into exactly that condition. `Subspace.forall_mem_dualAnnihilator_apply_eq_zero_iff` says that a vector lies in W if and only if every such functional vanishes on it. The reason is that a vector outside W is nonzero in the quotient space by W, and some functional on the quotient is nonzero on it. No inner product is involved, which is why H needs no adjoint properties. The lemma is applied to `LinearMap.range (commWith H)`, the purpose for which the commutator was bundled as a linear map. It yields the existence of S without a formula for it.

## Anti-Hermitian generators

The operator exp(S) is unitary whenever S† = −S, written `Sᴴ = -S`. Let H and V be Hermitian, as `hH` and `hV` assume. The adjoint of SH − HS = −V is

HS† − S†H = −V,

which is `h2` and says that −S† is also a solution. The average S′ = (S − S†)/2 satisfies S′† = −S′ and

[S′, H] = ½([S, H] + HS† − S†H) = −V.

The same trace condition therefore decides the existence of an anti-Hermitian generator.

```lean
/-- For Hermitian `H` and `V`, an anti-Hermitian solution of `[S, H] = -V` exists if and only
if `tr (K V) = 0` for every `K` commuting with `H`. -/
theorem antiHermitian_solvable_iff (H V : Matrix n n ℂ) (hH : H.IsHermitian)
    (hV : V.IsHermitian) :
    (∃ S, Sᴴ = -S ∧ comm S H = -V) ↔ ∀ K, comm H K = 0 → trace (K * V) = 0 := by
  rw [← solvable_iff_trace]
  constructor
  · rintro ⟨S, -, hS⟩
    exact ⟨S, hS⟩
  · rintro ⟨S, hS⟩
    -- `-Sᴴ` is a solution as well, so the average of the two is one
    have h2 : H * Sᴴ - Sᴴ * H = -V := by
      have h := congrArg conjTranspose hS
      simpa only [comm, conjTranspose_sub, conjTranspose_mul, conjTranspose_neg, hH.eq,
        hV.eq] using h
    have hs : star (1 / 2 : ℂ) = 1 / 2 := by simp
    refine ⟨(1 / 2 : ℂ) • (S - Sᴴ), ?_, ?_⟩
    · rw [conjTranspose_smul, conjTranspose_sub, conjTranspose_conjTranspose, hs]
      module
    · have e : comm ((1 / 2 : ℂ) • (S - Sᴴ)) H
          = (1 / 2 : ℂ) • (comm S H + (H * Sᴴ - Sᴴ * H)) := by
        simp only [comm, smul_mul_assoc, mul_smul_comm, sub_mul, mul_sub]
        module
      rw [e, hS, h2]
      module
```

## Diagonal H: the resonant part is the obstruction

Let H = diag(E), which is `diagonal E`. Then [S, H]ᵢⱼ = Sᵢⱼ(Eⱼ − Eᵢ). For S = G this equals −Vᵢⱼ off resonance and 0 on resonance, so for every V

[G, H] = −(V − R).

The two branches of `split_ifs` are these two cases.

```lean
/-- For diagonal `H` with levels `E`, the energy-denominator operator solves the generator
equation for `V` minus its resonant part. -/
theorem comm_generator (E : n → ℂ) (V : Matrix n n ℂ) :
    comm (generator E V) (diagonal E) = -(V - resonant E V) := by
  ext i j
  simp only [comm, generator, resonant, Matrix.sub_apply, Matrix.neg_apply, mul_diagonal,
    diagonal_mul, of_apply]
  split_ifs with h
  · ring
  · have hne : E i - E j ≠ 0 := sub_ne_zero.mpr h
    field_simp
    ring
```

The trace condition holds if and only if R = 0. The proof first replaces it by solvability. A solution gives Vᵢⱼ = −Sᵢⱼ(Eⱼ − Eᵢ) = 0 whenever Eᵢ = Eⱼ, so R = 0; and if R = 0 then G is a solution. These two statements take H as already diagonal, and the reduction of a general Hermitian H to that form is not carried out. In a finite Hubbard cluster with H equal to a nonzero on-site repulsion times the number of doubly occupied sites and V the hopping, R consists of the hops that leave that number unchanged.

```lean
/-- For diagonal `H` with levels `E`, `tr (K V)` vanishes for every `K` commuting with `H` if
and only if the resonant part of `V` vanishes. -/
theorem trace_condition_iff_resonant (E : n → ℂ) (V : Matrix n n ℂ) :
    (∀ K, comm (diagonal E) K = 0 → trace (K * V) = 0) ↔ resonant E V = 0 := by
  rw [← solvable_iff_trace]
  constructor
  · rintro ⟨S, hS⟩
    ext i j
    have h := congrFun (congrFun hS i) j
    simp only [comm, Matrix.sub_apply, Matrix.neg_apply, mul_diagonal, diagonal_mul] at h
    simp only [resonant, of_apply, Matrix.zero_apply]
    split_ifs with hE
    · -- the commutator has no element between degenerate levels
      rw [hE] at h
      linear_combination h
    · rfl
  · intro h
    exact ⟨generator E V, by rw [comm_generator, h, sub_zero]⟩
```

## Perturbations commuting with H

Let H be Hermitian and [H, V] = 0, with V otherwise arbitrary. The adjoint of HV − VH = 0 is V†H − HV† = 0 (`h1`), so K = V† commutes with H (`h2`). If the equation is solvable, the criterion gives

0 = tr(V†V) = Σᵢⱼ |Vᵢⱼ|²,

hence V = 0, by `trace_conjTranspose_mul_self_eq_zero_iff`.

```lean
/-- For Hermitian `H` and `V` commuting with `H`, the equation `[S, H] = -V` has a solution
only if `V = 0`. -/
theorem eq_zero_of_commute_of_solvable (H V : Matrix n n ℂ) (hH : H.IsHermitian)
    (hV : comm H V = 0) (hS : ∃ S, comm S H = -V) : V = 0 := by
  have h1 : Vᴴ * H - H * Vᴴ = 0 := by
    have h := congrArg conjTranspose hV
    simpa only [comm, conjTranspose_sub, conjTranspose_mul, conjTranspose_zero,
      hH.eq] using h
  have h2 : comm H Vᴴ = 0 := sub_eq_zero.mpr (sub_eq_zero.mp h1).symm
  -- test the trace condition with `K = Vᴴ`
  exact trace_conjTranspose_mul_self_eq_zero_iff.mp ((solvable_iff_trace H V).mp hS _ h2)
```

For general H this conclusion fails. With states 0 and 1, take H = V = J = |0⟩⟨1|, which is nonzero, is not Hermitian (so it is not a physical Hamiltonian) and commutes with itself, and S = |1⟩⟨1|. Then SJ = 0 and JS = J, so

[S, J] = −J.

Lean checks that J is nonzero, that it commutes with itself and that [S, J] = −J, the last of these entry by entry.

```lean
/-- For the nonzero Jordan block `J`, the projector `S = diag (0, 1)` solves `[S, J] = -J`,
while `J` commutes with itself. -/
theorem jordan_block_solvable :
    (!![0, 1; 0, 0] : Matrix (Fin 2) (Fin 2) ℂ) ≠ 0 ∧
    comm (!![0, 1; 0, 0] : Matrix (Fin 2) (Fin 2) ℂ) !![0, 1; 0, 0] = 0 ∧
    comm (!![0, 0; 0, 1] : Matrix (Fin 2) (Fin 2) ℂ) !![0, 1; 0, 0] = -!![0, 1; 0, 0] := by
  refine ⟨fun h => ?_, sub_self _, ?_⟩
  · have h1 := congrFun (congrFun h 0) 1
    simp at h1
  · ext i j
    fin_cases i <;> fin_cases j <;> simp [comm]

end

end GeneratorEquation
```

```lean
#print axioms GeneratorEquation.antiHermitian_solvable_iff
-- 'GeneratorEquation.antiHermitian_solvable_iff' depends on axioms: [propext, Classical.choice, Quot.sound]
#print axioms GeneratorEquation.trace_condition_iff_resonant
-- 'GeneratorEquation.trace_condition_iff_resonant' depends on axioms: [propext, Classical.choice, Quot.sound]
#print axioms GeneratorEquation.eq_zero_of_commute_of_solvable
-- 'GeneratorEquation.eq_zero_of_commute_of_solvable' depends on axioms: [propext, Classical.choice, Quot.sound]
#print axioms GeneratorEquation.jordan_block_solvable
-- 'GeneratorEquation.jordan_block_solvable' depends on axioms: [propext, Classical.choice, Quot.sound]
```
